# Symmetric sums over the alternating ionic chain tend to the Madelung constant 2 ln 2

When the Coulomb energy of an ion in a chain is computed by direct summation, the sum has to be cut off somewhere. For a rigid, infinite chain of alternating unit point charges with unit spacing, a cutoff at the same distance N for both signs of charge gives the Madelung constant 2 ln 2 with an error of at most 2/(N+1). An error below 10⁻³ is thus guaranteed from N = 2000 on. This gives a reference value for a lattice-sum program, though only in one dimension; three-dimensional crystals are not treated.

```lean
import Mathlib

open Filter Topology

namespace MadelungChain

noncomputable section
```

The ions sit at the integers k and carry the charge

q(k) = (−1)^|k|.

The exponent in Lean is the natural number `k.natAbs`, so sites k and −k carry equal charges.

```lean
/-- The charge of the ion at site `k` of the alternating chain, in units of the elementary charge. -/
def charge (k : ℤ) : ℝ := (-1) ^ k.natAbs
```

Energies are in units of the Coulomb energy of two elementary charges at unit spacing. The Madelung sum is minus the energy of the ion at the origin with all others up to distance N:

M_N = −∑ q(0) q(k) / |k|, over −N ≤ k ≤ N with k ≠ 0.

In Lean the origin is removed by `.erase 0`. Apart from the sign, this is the full interaction energy of one ion; the energy of the chain per ion has half that magnitude, because each pair is shared by two ions.

```lean
/-- Minus the Coulomb energy of the ion at the origin with all other ions
at distance at most `N`, for unit spacing. -/
def madelungSum (N : ℕ) : ℝ :=
  -∑ k ∈ (Finset.Icc (-(N : ℤ)) (N : ℤ)).erase 0, charge 0 * charge k / |(k : ℝ)|
```

The truncation error will be expressed by the integral

R_N = ∫₀¹ x^N / (1+x) dx.

```lean
/-- The remainder integral of the alternating harmonic series. -/
def remainder (N : ℕ) : ℝ := ∫ x in (0 : ℝ)..1, x ^ N / (1 + x)
```

For comparison, let the two signs have different cutoffs. Opposite charges sit at odd distances and like charges at even ones. Counting the former out to 4N and the latter out to 2N gives

S_N = 2 (∑_{j=0}^{2N−1} 1/(2j+1) − ∑_{j=0}^{N−1} 1/(2j+2)).

```lean
/-- The same lattice sum in another order: opposite charges are counted out to distance `4 N`,
like charges only out to distance `2 N`. -/
def reorderedSum (N : ℕ) : ℝ :=
  2 * (∑ j ∈ Finset.range (2 * N), 1 / (2 * (j : ℝ) + 1)
    - ∑ j ∈ Finset.range N, 1 / (2 * (j : ℝ) + 2))
```

## From ions to shells

Going from N to N+1 adds the ions at ±(N+1). Both carry the charge (−1)^(N+1), and each contributes −(−1)^(N+1)/(N+1) = (−1)^N/(N+1). Hence

M_{N+1} = M_N + 2(−1)^N/(N+1).

In the proof, `hset` writes the larger set of sites as the smaller one with two sites inserted, and `h1` and `h2` confirm that both are new. The remaining facts evaluate their distances and charges.

```lean
/-- Enlarging the chain by one ion on each side adds the two equal Coulomb terms
of the ions at distance `N + 1`. -/
theorem madelungSum_succ (N : ℕ) :
    madelungSum (N + 1) = madelungSum N + 2 * (-1) ^ N / ((N : ℝ) + 1) := by
  have hset : (Finset.Icc (-((N + 1 : ℕ) : ℤ)) ((N + 1 : ℕ) : ℤ)).erase 0 =
      insert ((N : ℤ) + 1) (insert (-((N : ℤ) + 1))
        ((Finset.Icc (-(N : ℤ)) (N : ℤ)).erase 0)) := by
    ext k
    simp only [Finset.mem_erase, Finset.mem_insert, Finset.mem_Icc]
    omega
  have h1 : ((N : ℤ) + 1) ∉ insert (-((N : ℤ) + 1))
      ((Finset.Icc (-(N : ℤ)) (N : ℤ)).erase 0) := by
    simp only [Finset.mem_erase, Finset.mem_insert, Finset.mem_Icc]
    omega
  have h2 : (-((N : ℤ) + 1)) ∉ (Finset.Icc (-(N : ℤ)) (N : ℤ)).erase 0 := by
    simp only [Finset.mem_erase, Finset.mem_Icc]
    omega
  have ha : ((N : ℤ) + 1).natAbs = N + 1 := by omega
  have hd : |(((N : ℤ) + 1 : ℤ) : ℝ)| = (N : ℝ) + 1 := by
    push_cast
    exact abs_of_pos (by positivity)
  have hd' : |((-((N : ℤ) + 1) : ℤ) : ℝ)| = (N : ℝ) + 1 := by
    rw [Int.cast_neg, abs_neg, hd]
  unfold madelungSum
  rw [hset, Finset.sum_insert h1, Finset.sum_insert h2, hd, hd']
  -- the two new ions carry the same charge
  have hc : charge ((N : ℤ) + 1) = -(-1) ^ N := by
    rw [charge, ha]
    ring
  have hc' : charge (-((N : ℤ) + 1)) = -(-1) ^ N := by
    rw [charge, Int.natAbs_neg, ha]
    ring
  have h0 : charge 0 = 1 := by simp [charge]
  rw [hc, hc', h0]
  ring
```

Since M_0 = 0, induction on N gives the shell formula

M_N = 2 ∑_{n=1}^N (−1)^(n+1)/n.

```lean
/-- The sum over ions is twice the partial sum of the alternating harmonic series. -/
theorem madelungSum_eq_shells (N : ℕ) :
    madelungSum N = 2 * ∑ n ∈ Finset.Icc 1 N, (-1 : ℝ) ^ (n + 1) / (n : ℝ) := by
  induction N with
  | zero => simp [madelungSum]
  | succ N ih =>
    rw [madelungSum_succ, ih, Finset.sum_Icc_succ_top (by omega)]
    push_cast
    ring
```

## The remainder as an integral

On [0, 1] the denominator 1+x is positive, so the integrand of R_N is continuous and therefore integrable.

```lean
private lemma integrable_term (N : ℕ) :
    IntervalIntegrable (fun x : ℝ => x ^ N / (1 + x)) MeasureTheory.volume 0 1 := by
  apply ContinuousOn.intervalIntegrable
  apply ContinuousOn.div (by fun_prop) (by fun_prop)
  intro x hx
  rw [Set.uIcc_of_le zero_le_one] at hx
  exact (by linarith [hx.1] : (0 : ℝ) < 1 + x).ne'
```

The integrand is also nonnegative there, so R_N ≥ 0.

```lean
private lemma remainder_nonneg (N : ℕ) : 0 ≤ remainder N :=
  intervalIntegral.integral_nonneg zero_le_one
    (fun x hx => div_nonneg (pow_nonneg hx.1 _) (by linarith [hx.1]))
```

For N = 0 an antiderivative is ln(1+x), which gives

R_0 = ln 2 − ln 1 = ln 2.

```lean
private lemma remainder_zero : remainder 0 = Real.log 2 := by
  have h : ∀ x ∈ Set.uIcc (0 : ℝ) 1,
      HasDerivAt (fun y : ℝ => Real.log (1 + y)) (x ^ 0 / (1 + x)) x := by
    intro x hx
    rw [Set.uIcc_of_le zero_le_one] at hx
    have hne : 1 + x ≠ 0 := (by linarith [hx.1] : (0 : ℝ) < 1 + x).ne'
    simpa using ((hasDerivAt_id' x).const_add 1).log hne
  rw [remainder, intervalIntegral.integral_eq_sub_of_hasDerivAt h (integrable_term 0)]
  norm_num
```

Two consecutive integrands add up to a pure power:

x^N/(1+x) + x^(N+1)/(1+x) = x^N (1+x)/(1+x) = x^N.

Integrating from 0 to 1 gives

R_N + R_{N+1} = 1/(N+1).

Lean joins the two integrals with `integral_add`, replaces the integrand on the interval with `integral_congr`, and evaluates the power with `integral_pow`.

```lean
/-- Two consecutive remainder integrals add up to `1 / (N + 1)`. -/
theorem remainder_add_succ (N : ℕ) :
    remainder N + remainder (N + 1) = 1 / ((N : ℝ) + 1) := by
  unfold remainder
  rw [← intervalIntegral.integral_add (integrable_term N) (integrable_term (N + 1))]
  have h : ∫ x in (0 : ℝ)..1, (x ^ N / (1 + x) + x ^ (N + 1) / (1 + x)) =
      ∫ x in (0 : ℝ)..1, x ^ N := by
    apply intervalIntegral.integral_congr
    intro x hx
    rw [Set.uIcc_of_le zero_le_one] at hx
    have hne : 1 + x ≠ 0 := (by linarith [hx.1] : (0 : ℝ) < 1 + x).ne'
    show x ^ N / (1 + x) + x ^ (N + 1) / (1 + x) = x ^ N
    rw [← add_div, div_eq_iff hne]
    ring
  rw [h, integral_pow]
  simp
```

The exact truncation error is

2 ln 2 − M_N = 2(−1)^N R_N.

For N = 0 this reads 2 ln 2 = 2R_0. If it holds for N, then

2 ln 2 − M_{N+1} = 2(−1)^N R_N − 2(−1)^N/(N+1)
= −2(−1)^N R_{N+1}
= 2(−1)^(N+1) R_{N+1}.

The `linear_combination` line is this calculation: the induction hypothesis plus 2(−1)^N times the previous identity. The sign shows that M_N approaches the limit from below for even N and from above for odd N.

```lean
/-- The exact truncation error of the Madelung sum, as an integral with alternating sign. -/
theorem truncation_error (N : ℕ) :
    2 * Real.log 2 - madelungSum N = 2 * (-1) ^ N * remainder N := by
  induction N with
  | zero => simp [madelungSum, remainder_zero]
  | succ N ih =>
    rw [madelungSum_succ]
    linear_combination ih + 2 * (-1) ^ N * remainder_add_succ N
```

Because R_{N+1} ≥ 0, the identity for consecutive integrals implies R_N ≤ 1/(N+1), and so

|M_N − 2 ln 2| = 2R_N ≤ 2/(N+1).

```lean
/-- Cutting the chain off at distance `N` changes the Madelung constant by at most `2 / (N + 1)`. -/
theorem truncation_bound (N : ℕ) :
    |madelungSum N - 2 * Real.log 2| ≤ 2 / ((N : ℝ) + 1) := by
  have h : |2 * (-1) ^ N * remainder N| = 2 * remainder N := by
    rw [abs_mul, abs_mul, abs_pow, abs_neg, abs_one, one_pow,
      abs_of_nonneg (remainder_nonneg N)]
    norm_num
  rw [abs_sub_comm, truncation_error, h]
  have e : 2 / ((N : ℝ) + 1) = 2 * (1 / ((N : ℝ) + 1)) := by ring
  linarith [remainder_add_succ N, remainder_nonneg (N + 1)]
```

## Convergence without absolute convergence

The bound tends to zero, so M_N → 2 ln 2; `squeeze_zero` carries out this step. Apart from the common factor 2, the absolute values of the shell terms are

|(−1)^(n+1)/n| = 1/n,

and the harmonic series diverges. The second half of the theorem states this as `¬ Summable`. Its index also runs over n = 0, but a single term has no influence on summability.

The limit is stated with `Tendsto` for a reason. Someone translating the textbook series into Lean may well write it as an infinite sum `∑'` over n and set twice that sum equal to 2 ln 2. That equation is false: `∑'` denotes a sum independent of order, which for real terms requires absolute convergence, and Lean assigns it the value 0 when there is none.

```lean
/-- The symmetric partial sums of the alternating chain tend to the Madelung constant `2 ln 2`,
while the alternating harmonic series, whose terms are half the shell contributions, is not
absolutely summable. -/
theorem madelung_constant :
    Tendsto madelungSum atTop (𝓝 (2 * Real.log 2)) ∧
      ¬ Summable (fun n : ℕ => |(-1 : ℝ) ^ (n + 1) / (n : ℝ)|) := by
  constructor
  · have hlim : Tendsto (fun N : ℕ => 2 / ((N : ℝ) + 1)) atTop (𝓝 0) := by
      have h := (tendsto_one_div_add_atTop_nhds_zero_nat (𝕜 := ℝ)).const_mul 2
      simpa [div_eq_mul_inv] using h
    refine tendsto_iff_norm_sub_tendsto_zero.2
      (squeeze_zero (fun _ => norm_nonneg _) (fun N => ?_) hlim)
    rw [Real.norm_eq_abs]
    exact truncation_bound N
  · -- the absolute values form the harmonic series
    intro h
    apply Real.not_summable_one_div_natCast
    refine h.congr (fun n => ?_)
    rw [abs_div, abs_pow, abs_neg, abs_one, one_pow, Nat.abs_cast]
```

## Counting opposite charges twice as far gives 3 ln 2

Two applications of the recurrence, starting from an even cutoff 2m, add one shell of opposite charges and one of like charges:

M_{2m+2} = M_{2m} + 2(1/(2m+1) − 1/(2m+2)).

```lean
private lemma madelungSum_pair (m : ℕ) : madelungSum (2 * m + 2) =
    madelungSum (2 * m) + 2 * (1 / (2 * (m : ℝ) + 1) - 1 / (2 * (m : ℝ) + 2)) := by
  have e : (-1 : ℝ) ^ (2 * m) = 1 := by
    rw [pow_mul]
    norm_num
  rw [show 2 * m + 2 = 2 * m + 1 + 1 from rfl, madelungSum_succ, madelungSum_succ, pow_succ, e]
  push_cast
  ring
```

The sum with unequal cutoffs is a combination of two symmetric ones:

S_N = M_{4N} + M_{2N}/2.

Both sides vanish for N = 0. When N grows by one, M_{4N} grows by

2(1/(4N+1) − 1/(4N+2) + 1/(4N+3) − 1/(4N+4)),

and M_{2N}/2 grows by

1/(2N+1) − 1/(2N+2) = 2/(4N+2) − 2/(4N+4).

The terms with 4N+2 cancel, and the total is

2(1/(4N+1) + 1/(4N+3) − 1/(2N+2)),

which is the growth of S_N: two new shells of opposite charges and one of like charges. In Lean the increments of M_{4N}, M_{2N} and S_N are `h4`, `h2` and `hr`; `e1` and `e2` relate the denominators, and `linarith` combines them.

```lean
/-- The reordered sum is a combination of two symmetric Madelung sums. -/
theorem reorderedSum_eq (N : ℕ) :
    reorderedSum N = madelungSum (4 * N) + madelungSum (2 * N) / 2 := by
  induction N with
  | zero => simp [reorderedSum, madelungSum]
  | succ N ih =>
    have h4 : madelungSum (4 * (N + 1)) = madelungSum (4 * N) +
        2 * (1 / (4 * (N : ℝ) + 1) - 1 / (4 * (N : ℝ) + 2)
          + 1 / (4 * (N : ℝ) + 3) - 1 / (4 * (N : ℝ) + 4)) := by
      rw [show 4 * (N + 1) = 2 * (2 * N + 1) + 2 by ring, madelungSum_pair,
        show 2 * (2 * N + 1) = 2 * (2 * N) + 2 by ring, madelungSum_pair,
        show 2 * (2 * N) = 4 * N by ring]
      push_cast
      ring
    have h2 : madelungSum (2 * (N + 1)) = madelungSum (2 * N) +
        2 * (1 / (2 * (N : ℝ) + 1) - 1 / (2 * (N : ℝ) + 2)) := madelungSum_pair N
    have hr : reorderedSum (N + 1) = reorderedSum N +
        2 * (1 / (4 * (N : ℝ) + 1) + 1 / (4 * (N : ℝ) + 3) - 1 / (2 * (N : ℝ) + 2)) := by
      unfold reorderedSum
      rw [show 2 * (N + 1) = 2 * N + 1 + 1 by ring, Finset.sum_range_succ,
        Finset.sum_range_succ, Finset.sum_range_succ]
      push_cast
      ring
    have e1 : 1 / (4 * (N : ℝ) + 2) = 1 / (2 * (N : ℝ) + 1) / 2 := by
      rw [div_div]
      congr 1
      ring
    have e2 : 1 / (4 * (N : ℝ) + 4) = 1 / (2 * (N : ℝ) + 2) / 2 := by
      rw [div_div]
      congr 1
      ring
    linarith
```

Both symmetric sums tend to 2 ln 2, so

S_N → 2 ln 2 + (2 ln 2)/2 = 3 ln 2.

Every ion is eventually counted in S_N, yet the limit differs from that of M_N. The difference comes from the opposite charges between 2N and 4N: their number grows in proportion to their distance, so their contribution does not fade as N increases.

The proof composes the limit of M_N with the index maps N ↦ 4N and N ↦ 2N, both of which tend to infinity.

```lean
/-- Counting opposite charges out to twice the distance of like charges gives the limit `3 ln 2`. -/
theorem reorderedSum_tendsto : Tendsto reorderedSum atTop (𝓝 (3 * Real.log 2)) := by
  have t4 : Tendsto (fun N : ℕ => 4 * N) atTop atTop :=
    tendsto_atTop_mono (fun N => by show N ≤ 4 * N; omega) tendsto_id
  have t2 : Tendsto (fun N : ℕ => 2 * N) atTop atTop :=
    tendsto_atTop_mono (fun N => by show N ≤ 2 * N; omega) tendsto_id
  have h := (madelung_constant.1.comp t4).add ((madelung_constant.1.comp t2).div_const 2)
  have e : 2 * Real.log 2 + 2 * Real.log 2 / 2 = 3 * Real.log 2 := by ring
  rw [e] at h
  exact h.congr (fun N => (reorderedSum_eq N).symm)

end

end MadelungChain
```

```lean
#print axioms MadelungChain.madelungSum_eq_shells
#print axioms MadelungChain.madelung_constant
#print axioms MadelungChain.reorderedSum_tendsto
```

```
'MadelungChain.madelungSum_eq_shells' depends on axioms: [propext, Classical.choice, Quot.sound]
'MadelungChain.madelung_constant' depends on axioms: [propext, Classical.choice, Quot.sound]
'MadelungChain.reorderedSum_tendsto' depends on axioms: [propext, Classical.choice, Quot.sound]
```
